# The unit-rate bosonic gain generator multiplies an antinormally ordered product of ladder operators by half its degree

For one bosonic mode with pure gain at unit rate, in the Heisenberg picture, the theorem `gain_antinormal` says that the generator `y ↦ a y b - (a b y + y a b) / 2` multiplies the word `a^k b^j` by `(j + k) / 2`. Here `a` is the annihilation operator and `b` plays the part of the creation operator. The setting is purely algebraic: `a` and `b` are elements of an algebra over a field of characteristic zero with `ab - ba = 1`, and `b` need not be the adjoint of `a`. The proof writes each of the three products in the generator in terms of `a^k (ab) b^j`, with multiples of `a^k b^j` subtracted in two of them, and then combines the coefficients.

In Lean, a first try:

```lean
import Mathlib

open Polynomial

namespace GainAntinormal

noncomputable section

variable (K : Type*) [Field K] {A : Type*} [Ring A] [Algebra K A]

/-- The gain generator in the Heisenberg picture, `y ↦ a y b - (a b y + y a b) / 2`. -/
def gain (a b y : A) : A :=
  a * y * b - (1 / 2 : K) • (a * b * y + y * (a * b))

/-- With the prefactor `n`, a power lowered by one and multiplied by its base, on either
side, is the original power. -/
theorem smul_pow_pred (x : A) (n : ℕ) :
    (n : K) • (x ^ (n - 1) * x) = (n : K) • x ^ n ∧
      (n : K) • (x * x ^ (n - 1)) = (n : K) • x ^ n := by
  rcases n with _ | m
  · simp
  · constructor
    · rw [Nat.add_sub_cancel, ← pow_succ]
    · rw [Nat.add_sub_cancel, ← pow_succ']

/-- If `ab - ba = 1`, moving `a` to the right through `b^j` produces the extra term
`j b^(j-1)`, which is absent for `j = 0`. -/
theorem mul_creation_pow {a b : A} (h : a * b - b * a = 1) (j : ℕ) :
    a * b ^ j = b ^ j * a + (j : K) • b ^ (j - 1) := by
  have hab : a * b = b * a + 1 := sub_eq_iff_eq_add'.mp h
  induction j with
  | zero => simp
  | succ n ih =>
    calc a * b ^ (n + 1) = a * b ^ n * b := by rw [pow_succ, mul_assoc]
      _ = b ^ n * (a * b) + (n : K) • (b ^ (n - 1) * b) := by
        rw [ih, add_mul, smul_mul_assoc, mul_assoc]
      _ = b ^ n * (b * a + 1) + (n : K) • b ^ n := by
        rw [hab, (smul_pow_pred K b n).1]
      _ = b ^ (n + 1) * a + ((n + 1 : ℕ) : K) • b ^ (n + 1 - 1) := by
        rw [Nat.add_sub_cancel, pow_succ, mul_add, mul_one, ← mul_assoc]
        push_cast
        module

/-- If `ab - ba = 1`, moving `b` to the left through `a^k` produces the extra term
`k a^(k-1)`, which is absent for `k = 0`. -/
theorem annihilation_pow_mul {a b : A} (h : a * b - b * a = 1) (k : ℕ) :
    a ^ k * b = b * a ^ k + (k : K) • a ^ (k - 1) := by
  have hab : a * b = b * a + 1 := sub_eq_iff_eq_add'.mp h
  induction k with
  | zero => simp
  | succ n ih =>
    calc a ^ (n + 1) * b = a * (a ^ n * b) := by rw [pow_succ', mul_assoc]
      _ = a * b * a ^ n + (n : K) • (a * a ^ (n - 1)) := by
        rw [ih, mul_add, mul_smul_comm, mul_assoc]
      _ = (b * a + 1) * a ^ n + (n : K) • a ^ n := by
        rw [hab, (smul_pow_pred K a n).2]
      _ = b * a ^ (n + 1) + ((n + 1 : ℕ) : K) • a ^ (n + 1 - 1) := by
        rw [Nat.add_sub_cancel, pow_succ', add_mul, one_mul, mul_assoc]
        push_cast
        module

/-- Over a field of characteristic zero, if `ab - ba = 1`, the gain generator multiplies the
antinormally ordered word `a^k b^j` by `(j + k) / 2`. -/
theorem gain_antinormal [CharZero K] {a b : A} (h : a * b - b * a = 1) (j k : ℕ) :
    gain K a b (a ^ k * b ^ j) = (((j : K) + k) / 2) • (a ^ k * b ^ j) := by
  have ha : a * b * a ^ k = a ^ k * (a * b) - (k : K) • a ^ k := by
    rw [mul_assoc, eq_sub_of_add_eq (annihilation_pow_mul K h k).symm, mul_sub,
      mul_smul_comm, (smul_pow_pred K a k).2, ← mul_assoc, ← pow_mul_comm' a k, mul_assoc]
  have hb : b ^ j * (a * b) = a * b * b ^ j - (j : K) • b ^ j := by
    rw [← mul_assoc, eq_sub_of_add_eq (mul_creation_pow K h j).symm, sub_mul,
      smul_mul_assoc, (smul_pow_pred K b j).1, mul_assoc, pow_mul_comm' b j, ← mul_assoc]
  have e1 : a * b * (a ^ k * b ^ j) =
      a ^ k * (a * b) * b ^ j - (k : K) • (a ^ k * b ^ j) := by
    rw [← mul_assoc, ha, sub_mul, smul_mul_assoc]
  have e2 : a ^ k * b ^ j * (a * b) =
      a ^ k * (a * b) * b ^ j - (j : K) • (a ^ k * b ^ j) := by
    rw [mul_assoc, hb, mul_sub, mul_smul_comm, ← mul_assoc]
  have e3 : a * (a ^ k * b ^ j) * b = a ^ k * (a * b) * b ^ j := by
    rw [← mul_assoc, ← pow_mul_comm' a k]
    simp only [mul_assoc, pow_mul_comm']
  unfold gain
  rw [e1, e2, e3]
  module

end

end GainAntinormal
```

The error:

```
Main.lean:78:65: error: unsolved goals
K : Type u_1
inst✝³ : Field K
A : Type u_2
inst✝² : Ring A
inst✝¹ : Algebra K A
inst✝ : CharZero K
a b : A
h : a * b - b * a = 1
j k : ℕ
ha : a * b * a ^ k = a ^ k * (a * b) - ↑k • a ^ k
hb : b ^ j * (a * b) = a * b * b ^ j - ↑j • b ^ j
e1 : a * b * (a ^ k * b ^ j) = a ^ k * (a * b) * b ^ j - ↑k • (a ^ k * b ^ j)
e2 : a ^ k * b ^ j * (a * b) = a ^ k * (a * b) * b ^ j - ↑j • (a ^ k * b ^ j)
⊢ a * (a ^ k * (b * b ^ j)) = a ^ k * (a * (b * b ^ j))
```

Diagnosis. The error is in `e3`, which needs only that each operator commutes with its own powers. The `rw` correctly turns the left side into `a ^ k * a * b ^ j * b`. But `pow_mul_comm'` rewrites `x ^ n * x` to `x * x ^ n` for any base, so inside `simp only` it applies to `a` as well as to `b`. It turns `a ^ k * a` back into `a * a ^ k`, undoing the previous step, before `mul_assoc` can regroup the product. On the right the factors are grouped as `a ^ k * (a * b)`, where the lemma finds no `a ^ k * a` to rewrite. The two sides are therefore left with `a` and `a ^ k` in opposite orders, as the unsolved goal shows.

The repair first uses `simp only [mul_assoc]`, which regroups the factors without reordering them. The sides then differ only in `b ^ j * b` against `b * b ^ j`, and `rw [pow_mul_comm' b j]`, restricted to the base `b`, makes them identical and closes the goal.

Fix (accepted with no message):

```diff
@@ -78,5 +78,6 @@
   have e3 : a * (a ^ k * b ^ j) * b = a ^ k * (a * b) * b ^ j := by
     rw [← mul_assoc, ← pow_mul_comm' a k]
-    simp only [mul_assoc, pow_mul_comm']
+    simp only [mul_assoc]
+    rw [pow_mul_comm' b j]
   unfold gain
   rw [e1, e2, e3]
```
